# The energy per site of large half-filled Hückel rings approaches the infinite chain from below for $N=4n+2$ and from above for $N=4n$

Take a ring of $N$ sites with levels $-2t\cos(2\pi k/N)$, $k=0,\dots,N-1$, where $t>0$ is the hopping strength, and put two electrons in each of the $N/2$ lowest levels. The energy per site $e(N)$ then satisfies

$$N^2\left(e(N)+\frac{4t}{\pi}\right)\to-\frac{2\pi t}{3}\quad(N=4n+2),\qquad N^2\left(e(N)+\frac{4t}{\pi}\right)\to\frac{4\pi t}{3}\quad(N=4n).$$

Both sequences therefore converge to $-4t/\pi$, with leading errors of opposite sign. For these non-interacting electrons on a uniform ring, a fit by a constant plus $c/N^2$, with one $c$ for both sequences, therefore cannot reproduce the leading error of both.

## Levels, fillings and energy

```lean
import Mathlib

open Real Filter Topology Finset

namespace HueckelRingFiniteSize

noncomputable section

/-- The ring level `-2t cos(2πk/N)` with label `k`, for `N ≥ 1` sites. -/
def level (t : ℝ) (N k : ℕ) : ℝ := -2 * t * cos (2 * π * k / N)
```

`level t N k` is $\varepsilon_k=-2t\cos(2\pi k/N)$, with the site energy set to zero. The spectrum is taken as given, not derived from a hopping matrix. There is no electron repulsion and no bond alternation.

```lean
/-- `S` is a choice of the `N/2` lowest levels among `k = 0, ..., N-1`:
no occupied level lies above an empty one. -/
structure IsLowestHalf (t : ℝ) (N : ℕ) (S : Finset ℕ) : Prop where
  subset : S ⊆ range N
  card_eq : 2 * S.card = N
  lowest : ∀ i ∈ S, ∀ j ∈ range N, j ∉ S → level t N i ≤ level t N j
```

A filling is a finite set `S` of labels. `IsLowestHalf` bundles three conditions: the labels lie in $\{0,\dots,N-1\}$, there are $N/2$ of them, and no filled level lies above an empty one. When $N=4n$ with $n\ge1$, the labels $n$ and $3n$ both have energy zero and only one of them is filled, so the lowest filling is not unique. The definition admits either choice. Putting one electron in each of these two levels instead gives the same total energy, because both levels are at zero.

```lean
/-- Energy per site with two electrons in every level of `S`, for `N ≥ 1` sites. -/
def energyPerSite (t : ℝ) (N : ℕ) (S : Finset ℕ) : ℝ := (∑ k ∈ S, 2 * level t N k) / N
```

This is $e=\frac1N\sum_{k\in S}2\varepsilon_k$, where the 2 counts the spins.

```lean
/-- The first `a` and the last `b` labels on a ring of `2a + 2b` sites. -/
def fermiSea (a b : ℕ) : Finset ℕ := range a ∪ Ico (2 * a + b) (2 * a + 2 * b)
```

This explicit filling consists of the labels $0,\dots,a-1$ and the last $b$ labels of a ring with $N=2a+2b$ sites. Since labels are periodic, the two arcs surround $k=0$.

## All lowest fillings have the same energy

```lean
/-- Filling the lowest half of the levels gives the least energy per site among all
double fillings of half of the levels. -/
theorem lowest_minimises {t : ℝ} {N : ℕ} {S T : Finset ℕ} (hS : IsLowestHalf t N S)
    (hT : T ⊆ range N) (hc : 2 * T.card = N) :
    energyPerSite t N S ≤ energyPerSite t N T := by
  have c1 := card_sdiff_add_card_inter S T
  have c2 := card_sdiff_add_card_inter T S
  have h1 : _ = ∑ k ∈ S, 2 * level t N k := sum_inter_add_sum_sdiff S T _
  have h2 : _ = ∑ k ∈ T, 2 * level t N k := sum_inter_add_sum_sdiff T S _
  rw [Finset.inter_comm T S] at c2 h2
  have hcard : (S \ T).card = (T \ S).card := by
    have := hS.card_eq
    omega
  -- exchange the levels in which the two fillings differ
  have key : ∑ k ∈ S \ T, 2 * level t N k ≤ ∑ k ∈ T \ S, 2 * level t N k := by
    rcases (S \ T).eq_empty_or_nonempty with h | h
    · have h' : T \ S = ∅ := by
        rw [← Finset.card_eq_zero, ← hcard, h, Finset.card_empty]
      exact le_of_eq (by rw [h, h'])
    · obtain ⟨i, hi, hmax⟩ := exists_max_image (S \ T) (fun k => 2 * level t N k) h
      refine (sum_le_card_nsmul _ _ _ hmax).trans ?_
      rw [hcard]
      refine card_nsmul_le_sum _ _ _ fun j hj => ?_
      have hj' := Finset.mem_sdiff.1 hj
      have := hS.lowest i (Finset.mem_sdiff.1 hi).1 j (hT hj'.1) hj'.2
      linarith
  exact div_le_div_of_nonneg_right (by linarith) (Nat.cast_nonneg N)
```

In words: a lowest filling $S$ has no more energy than any other half filling $T$.

By hand, remove the levels that $S$ and $T$ share. The remainders $S\setminus T$ and $T\setminus S$ have equal size $m$. If $m=0$, the fillings coincide. Otherwise let $i$ be the highest level in $S\setminus T$. Every $j\in T\setminus S$ is empty in $S$, so $\varepsilon_i\le\varepsilon_j$, and

$$\sum_{k\in S\setminus T}2\varepsilon_k\le 2m\varepsilon_i\le\sum_{k\in T\setminus S}2\varepsilon_k .$$

Restoring the shared levels and dividing by $N$ finishes the argument. In Lean, `exists_max_image` supplies $i$, and `sum_le_card_nsmul` and `card_nsmul_le_sum` are the two inequalities.

```lean
/-- For `t ≥ 0`, the two arcs are a lowest half filling when they are equally long or the
first has one label more. -/
theorem fermiSea_witness {t : ℝ} (ht : 0 ≤ t) {a b : ℕ} (h : a = b ∨ a = b + 1) :
    IsLowestHalf t (2 * a + 2 * b) (fermiSea a b) := by
  refine ⟨fun k hk => ?_, ?_, fun i hi j hj hj' => ?_⟩
  · simp only [fermiSea, Finset.mem_union, Finset.mem_range, Finset.mem_Ico] at hk ⊢
    omega
  · rw [fermiSea, Finset.card_union_of_disjoint, Finset.card_range, Nat.card_Ico]
    · omega
    · refine Finset.disjoint_left.2 fun k hk hk' => ?_
      simp only [Finset.mem_range, Finset.mem_Ico] at hk hk'
      omega
  · simp only [fermiSea, Finset.mem_union, Finset.mem_range, Finset.mem_Ico] at hi hj hj'
    have hN : (0 : ℝ) < ((2 * a + 2 * b : ℕ) : ℝ) := by
      exact_mod_cast (by omega : 0 < 2 * a + 2 * b)
    have hp := pi_pos
    -- locate the angle of a label between quarter turns
    have ang : ∀ k p q : ℕ, p * (2 * a + 2 * b) ≤ 4 * k → 4 * k ≤ q * (2 * a + 2 * b) →
        p * (π / 2) ≤ 2 * π * k / (2 * a + 2 * b : ℕ) ∧
        2 * π * k / (2 * a + 2 * b : ℕ) ≤ q * (π / 2) := by
      intro k p q h1 h2
      have h1' : (p : ℝ) * ((2 * a + 2 * b : ℕ) : ℝ) ≤ 4 * k := by exact_mod_cast h1
      have h2' : 4 * (k : ℝ) ≤ q * ((2 * a + 2 * b : ℕ) : ℝ) := by exact_mod_cast h2
      rw [le_div_iff₀ hN, div_le_iff₀ hN]
      constructor
      · linarith [mul_le_mul_of_nonneg_left h1' hp.le]
      · linarith [mul_le_mul_of_nonneg_left h2' hp.le]
    have hci : 0 ≤ cos (2 * π * i / (2 * a + 2 * b : ℕ)) := by
      rcases hi with hi | hi
      · have u := ang i 0 1 (by omega) (by omega)
        simp only [Nat.cast_zero, Nat.cast_one] at u
        exact cos_nonneg_of_neg_pi_div_two_le_of_le (by linarith) (by linarith)
      · have u := ang i 3 4 (by omega) (by omega)
        simp only [Nat.cast_ofNat] at u
        rw [← cos_sub_two_pi]
        exact cos_nonneg_of_neg_pi_div_two_le_of_le (by linarith) (by linarith)
    have u := ang j 1 3 (by omega) (by omega)
    simp only [Nat.cast_one, Nat.cast_ofNat] at u
    have hcj : cos (2 * π * j / (2 * a + 2 * b : ℕ)) ≤ 0 :=
      cos_nonpos_of_pi_div_two_le_of_le (by linarith [u.1]) (by linarith [u.2])
    unfold level
    nlinarith [mul_nonneg ht (sub_nonneg.2 (hcj.trans hci))]
```

The two arcs form a lowest filling if $a=b$ or $a=b+1$. These cases give $N=4b$ and $N=4b+2$, so every even $N$ has a lowest filling.

Write $\theta_k=2\pi k/N$. Filled labels have $\theta_k$ in $[0,\pi/2]$ or $[3\pi/2,2\pi]$, where the cosine is non-negative. Empty labels have $\theta_k$ in $[\pi/2,3\pi/2]$, where it is non-positive. Since $t\ge0$, filled levels are at most zero and empty ones at least zero. The helper `ang` turns integer inequalities between $4k$ and multiples of $N$ into these angular bounds, and `omega` checks the integer inequalities.

## The energy in closed form

```lean
/-- Doubly filling the two arcs on a ring of `N = 2a + 2b > 0` sites gives the energy per site
`-4t cos((a-b-1)π/N) / (N sin(π/N))`. -/
theorem energy_fermiSea (t : ℝ) {a b : ℕ} (hab : 0 < a + b) :
    energyPerSite t (2 * a + 2 * b) (fermiSea a b) =
      -4 * t * cos (((a : ℝ) - b - 1) * (π / (2 * a + 2 * b : ℕ)))
      / ((2 * a + 2 * b : ℕ) * sin (π / (2 * a + 2 * b : ℕ))) := by
  have hN : (1 : ℝ) < ((2 * a + 2 * b : ℕ) : ℝ) := by
    exact_mod_cast (by omega : 1 < 2 * a + 2 * b)
  have hN0 : (0 : ℝ) < ((2 * a + 2 * b : ℕ) : ℝ) := by linarith
  have hs := sin_pos_of_pos_of_lt_pi (div_pos pi_pos hN0) (div_lt_self pi_pos hN)
  obtain ⟨x, hx⟩ : ∃ x : ℝ, x = π / ((2 * a + 2 * b : ℕ) : ℝ) := ⟨_, rfl⟩
  rw [← hx] at hs ⊢
  have hNx : ((2 * a + 2 * b : ℕ) : ℝ) * x = π := by
    rw [hx, mul_comm]
    exact div_mul_cancel₀ _ hN0.ne'
  push_cast at hNx
  -- the cosine sum over an arc telescopes
  have arc : ∀ m : ℕ, 2 * sin x * ∑ k ∈ range m, cos (2 * k * x)
      = sin ((2 * m - 1) * x) + sin x := by
    intro m
    induction m with
    | zero => simp
    | succ m ih =>
      have e1 : (2 * (m : ℝ) - 1) * x = 2 * m * x - x := by ring
      have e2 : (2 * ((m + 1 : ℕ) : ℝ) - 1) * x = 2 * m * x + x := by push_cast; ring
      rw [sum_range_succ, mul_add, ih, e1, e2, Real.sin_sub, Real.sin_add]
      ring
  have hsum : 2 * sin x * ∑ k ∈ fermiSea a b, cos (2 * k * x)
      = 2 * cos (((a : ℝ) - b - 1) * x) := by
    have hd : Disjoint (range a) (Ico (2 * a + b) (2 * a + 2 * b)) := by
      refine Finset.disjoint_left.2 fun k hk hk' => ?_
      simp only [Finset.mem_range, Finset.mem_Ico] at hk hk'
      omega
    have e1 : (2 * ((2 * a + 2 * b : ℕ) : ℝ) - 1) * x = 2 * π - x := by
      push_cast; linear_combination 2 * hNx
    have e2 : (2 * ((2 * a + b : ℕ) : ℝ) - 1) * x
        = 2 * π - (π / 2 - ((a : ℝ) - b - 1) * x) := by
      push_cast; linear_combination (3 / 2) * hNx
    have e3 : (2 * (a : ℝ) - 1) * x = ((a : ℝ) - b - 1) * x + π / 2 := by
      linear_combination hNx / 2
    rw [fermiSea, sum_union hd, sum_Ico_eq_sub _ (by omega), mul_add, mul_sub, arc, arc, arc,
      e1, e2, e3, sin_two_pi_sub, sin_two_pi_sub, sin_pi_div_two_sub, sin_add_pi_div_two]
    ring
  have hE : ∑ k ∈ fermiSea a b, 2 * level t (2 * a + 2 * b) k
      = -4 * t * ∑ k ∈ fermiSea a b, cos (2 * k * x) := by
    rw [Finset.mul_sum]
    refine sum_congr rfl fun k _ => ?_
    have e : 2 * π * k / ((2 * a + 2 * b : ℕ) : ℝ) = 2 * k * x := by rw [hx]; ring
    rw [level, e]
    ring
  rw [energyPerSite, hE, div_eq_div_iff hN0.ne' (mul_pos hN0 hs).ne']
  linear_combination (-2 * t * ((2 * a + 2 * b : ℕ) : ℝ)) * hsum
```

With $x=\pi/N$ and $d=a-b-1$, the statement reads

$$e=-\frac{4t\cos(dx)}{N\sin x}.$$

The starting point is $2\sin x\cos(2kx)=\sin((2k+1)x)-\sin((2k-1)x)$. Summing over $k=0,\dots,m-1$ telescopes to

$$A(m)=\sin((2m-1)x)+\sin x,$$

which `arc` proves by induction. The first arc contributes $A(a)$ and the second $A(N)-A(2a+b)$. Because $(a+b)x=\pi/2$, the angles simplify:

- $(2a-1)x=dx+\pi/2$, with sine $\cos(dx)$;
- $(2N-1)x=2\pi-x$, with sine $-\sin x$;
- $(4a+2b-1)x=3\pi/2+dx$, with sine $-\cos(dx)$.

Hence

$$2\sin x\sum_{k\in S}\cos(2kx)=\cos(dx)-\sin x+\cos(dx)+\sin x=2\cos(dx).$$

This is `hsum`. Here $N\ge2$, so $\sin x>0$; dividing by $2\sin x$ and multiplying by $-4t/N$ gives the energy. For the lowest fillings found above, $d=0$ when $a=b+1$ ($N=4b+2$) and $d=-1$ when $a=b$ ($N=4b$).

## From the small angle to the coefficient

```lean
/-- As `y` tends to zero from above, `(sin y - y cos(dy)) / (y² sin y)` tends to `d²/2 - 1/6`. -/
theorem small_angle_limit (d : ℝ) :
    Tendsto (fun y : ℝ => (sin y - y * cos (d * y)) / (y ^ 2 * sin y))
      (𝓝[>] 0) (𝓝 (d ^ 2 / 2 - 1 / 6)) := by
  have hI : Set.Ioo (0 : ℝ) 1 ∈ 𝓝[>] (0 : ℝ) := Ioo_mem_nhdsGT one_pos
  have hA : Tendsto (fun y : ℝ => (y - sin y) / y ^ 3) (𝓝[>] 0) (𝓝 (1 / 6)) := by
    rw [tendsto_iff_norm_sub_tendsto_zero]
    refine squeeze_zero' (Eventually.of_forall fun _ => norm_nonneg _) ?_
      (tendsto_id.mono_left nhdsWithin_le_nhds)
    filter_upwards [hI] with y hy
    have hy0 : y ≠ 0 := hy.1.ne'
    have hb := Real.sin_bound (x := y) (by rw [abs_of_pos hy.1]; exact hy.2.le)
    have e : (y - sin y) / y ^ 3 - 1 / 6 = -(sin y - (y - y ^ 3 / 6)) / y ^ 3 := by
      field_simp
      ring
    rw [abs_of_pos hy.1] at hb
    rw [Real.norm_eq_abs, e, abs_div, abs_neg, abs_of_pos (pow_pos hy.1 3),
      div_le_iff₀ (pow_pos hy.1 3), id_eq]
    nlinarith [pow_pos hy.1 4, mul_pos (pow_pos hy.1 4) (sub_pos.2 hy.2)]
  -- the slope of the sine at the origin
  have hsl : ∀ c : ℝ, Tendsto (fun y : ℝ => sin (c * y) / y) (𝓝[>] 0) (𝓝 c) := fun c => by
    have h : HasDerivAt (fun y : ℝ => sin (c * y)) c 0 := by
      simpa using ((hasDerivAt_id (0 : ℝ)).const_mul c).sin
    simpa [div_eq_inv_mul] using h.tendsto_slope_zero_right
  rw [show d ^ 2 / 2 - 1 / 6 = (2 * (d / 2) ^ 2 - 1 / 6) / 1 by ring]
  refine (((((hsl (d / 2)).pow 2).const_mul 2).sub hA).div (hsl 1) one_ne_zero).congr' ?_
  filter_upwards [hI] with y hy
  have hy0 : y ≠ 0 := hy.1.ne'
  have hs := (sin_pos_of_pos_of_lt_pi hy.1 (by linarith [hy.2, pi_gt_three])).ne'
  have hc : cos (d * y) = 1 - 2 * sin (d / 2 * y) ^ 2 := by
    rw [show d * y = 2 * (d / 2 * y) by ring, Real.cos_two_mul, Real.cos_sq']
    ring
  show (2 * (sin (d / 2 * y) / y) ^ 2 - (y - sin y) / y ^ 3) / (sin (1 * y) / y) = _
  rw [hc, one_mul]
  generalize sin (d / 2 * y) = u
  field_simp
  ring
```

`Tendsto` expresses a limit, and `𝓝[>] 0` means that $y$ approaches zero from above. The claim is

$$\frac{\sin y-y\cos(dy)}{y^2\sin y}\to\frac{d^2}{2}-\frac16 .$$

Insert $\cos(dy)=1-2\sin^2(dy/2)$ and divide numerator and denominator by $y^3$:

$$\frac{2\left(\frac{\sin(dy/2)}{y}\right)^2-\frac{y-\sin y}{y^3}}{\frac{\sin y}{y}}\to\frac{2(d/2)^2-\frac16}{1}.$$

The step `hA` obtains the $1/6$ from a Taylor bound on the sine, and `hsl` obtains the other limits from its derivative at zero.

```lean
/-- If the arc lengths grow with `a - b - 1 = d` fixed, then `N² (e + 4t/π)` tends to
`2πt (d² - 1/3)` for the doubly filled arcs on `N = 2a + 2b` sites. -/
theorem arc_scaling (t d : ℝ) (a b : ℕ → ℕ) (hd : ∀ n, (a n : ℝ) - b n - 1 = d)
    (hb : Tendsto b atTop atTop) :
    Tendsto (fun n => ((2 * a n + 2 * b n : ℕ) : ℝ) ^ 2 *
      (energyPerSite t (2 * a n + 2 * b n) (fermiSea (a n) (b n)) + 4 * t / π))
      atTop (𝓝 (2 * π * t * (d ^ 2 - 1 / 3))) := by
  have hp := pi_pos
  have hm : Tendsto (fun n => 2 * a n + 2 * b n) atTop atTop :=
    tendsto_atTop_mono (fun n => by omega) hb
  have hy : Tendsto (fun N : ℕ => π / (N : ℝ)) atTop (𝓝[>] 0) := by
    refine tendsto_nhdsWithin_iff.2 ⟨tendsto_const_div_atTop_nhds_zero_nat π, ?_⟩
    filter_upwards [eventually_gt_atTop 0] with N hN
    exact div_pos hp (by exact_mod_cast hN)
  -- the scaled error as a function of the angle π/N
  have key : ∀ N s c : ℝ, 0 < N → 0 < s → 4 * π * t * ((s - π / N * c) / ((π / N) ^ 2 * s))
      = N ^ 2 * (-4 * t * c / (N * s) + 4 * t / π) := by
    intro N s c hN hs
    field_simp
    ring
  rw [show 2 * π * t * (d ^ 2 - 1 / 3) = 4 * π * t * (d ^ 2 / 2 - 1 / 6) by ring]
  refine (((small_angle_limit d).comp (hy.comp hm)).const_mul (4 * π * t)).congr' ?_
  filter_upwards [hm.eventually_gt_atTop 1] with n hn
  have hn' : 1 < 2 * a n + 2 * b n := hn
  have hN : (1 : ℝ) < ((2 * a n + 2 * b n : ℕ) : ℝ) := by exact_mod_cast hn'
  have hN0 : (0 : ℝ) < ((2 * a n + 2 * b n : ℕ) : ℝ) := by linarith
  rw [energy_fermiSea t (by omega), hd n]
  exact key _ _ _ hN0 (sin_pos_of_pos_of_lt_pi (div_pos hp hN0) (div_lt_self hp hN))
```

Here the arc lengths are sequences `a n` and `b n` with fixed $d$, and `atTop` means growing without bound. Setting $y=\pi/N$ in the closed form gives

$$N^2\left(e+\frac{4t}{\pi}\right)=4\pi t\,\frac{\sin y-y\cos(dy)}{y^2\sin y}\to2\pi t\left(d^2-\frac13\right).$$

The identity is `key`; the limit is the preceding theorem composed with $\pi/N\to0^+$.

## The two sequences of rings

```lean
/-- For `t > 0` and any choice of lowest half fillings, `N² (e(N) + 4t/π)` tends to `-2πt/3`
along `N = 4n + 2` and to `4πt/3` along `N = 4n`. -/
theorem finite_size_scaling {t : ℝ} (ht : 0 < t) (S : ℕ → Finset ℕ)
    (hS : ∀ N, Even N → IsLowestHalf t N (S N)) :
    Tendsto (fun n : ℕ => ((4 * n + 2 : ℕ) : ℝ) ^ 2 *
      (energyPerSite t (4 * n + 2) (S (4 * n + 2)) + 4 * t / π)) atTop (𝓝 (-(2 * π * t / 3))) ∧
    Tendsto (fun n : ℕ => ((4 * n : ℕ) : ℝ) ^ 2 *
      (energyPerSite t (4 * n) (S (4 * n)) + 4 * t / π)) atTop (𝓝 (4 * π * t / 3)) := by
  -- all lowest fillings share the energy of the two arcs
  have hu : ∀ a b : ℕ, a = b ∨ a = b + 1 → energyPerSite t (2 * a + 2 * b) (fermiSea a b)
      = energyPerSite t (2 * a + 2 * b) (S (2 * a + 2 * b)) := fun a b h => by
    have hF := fermiSea_witness ht.le h
    have hG := hS (2 * a + 2 * b) ⟨a + b, by ring⟩
    exact le_antisymm (lowest_minimises hF hG.subset hG.card_eq)
      (lowest_minimises hG hF.subset hF.card_eq)
  constructor
  · rw [show -(2 * π * t / 3) = 2 * π * t * (0 ^ 2 - 1 / 3) by ring]
    refine (arc_scaling t 0 (fun n => n + 1) (fun n => n)
      (fun n => by push_cast; ring) tendsto_id).congr fun n => ?_
    rw [hu _ _ (Or.inr rfl), show 2 * (n + 1) + 2 * n = 4 * n + 2 by ring]
  · rw [show 4 * π * t / 3 = 2 * π * t * ((-1) ^ 2 - 1 / 3) by ring]
    refine (arc_scaling t (-1) (fun n => n) (fun n => n)
      (fun n => by ring) tendsto_id).congr fun n => ?_
    rw [hu _ _ (Or.inl rfl), show 2 * n + 2 * n = 4 * n by ring]

end

end HueckelRingFiniteSize
```

The function `S` selects one lowest filling for each even $N$, and the theorem holds for every such selection. The symbol `∧` joins the two limits.

In `hu`, the selected filling and the two arcs each have energy no greater than the other, so their energies agree. It remains to insert $d$. For $N=4n+2$, take $a=n+1$, $b=n$ and $d=0$, which gives $-2\pi t/3$. For $N=4n$, take $a=b=n$ and $d=-1$, which gives $4\pi t/3$. These are limits, so they fix the sign of the error for all sufficiently large rings in each sequence without saying where that range begins.

```lean
#print axioms HueckelRingFiniteSize.energy_fermiSea
#print axioms HueckelRingFiniteSize.finite_size_scaling
```

```
'HueckelRingFiniteSize.energy_fermiSea' depends on axioms: [propext, Classical.choice, Quot.sound]
'HueckelRingFiniteSize.finite_size_scaling' depends on axioms: [propext, Classical.choice, Quot.sound]
```
